# Fixing the offset and all pair couplings of an N-site Ising model takes at least 1 + N(N−1)/2 energies, and a suitable set of that size suffices

Let the energy of $N$ Ising sites be $E(s) = E_0 - \sum_{i<j} J_{ij}s_is_j$, with the real offset $E_0$ and all real couplings $J_{ij}$ unknown and independent. No set of fewer than $1 + N(N-1)/2$ spin configurations has energies that determine all the unknowns, but an explicit set of exactly this size does.

In Lean 4 with Mathlib:

```lean
import Mathlib

open Finset

namespace IsingExchangeMapping

noncomputable section

/-- A bond is a pair of sites `i < j`. -/
abbrev Bond (N : ℕ) := {p : Fin N × Fin N // p.1 < p.2}

/-- The unknowns of the mapping: the offset `E0` and one exchange coupling for each bond. -/
abbrev Model (N : ℕ) := ℝ × (Bond N → ℝ)

/-- A collinear configuration assigns `+1` or `-1` to every site. -/
abbrev Config (N : ℕ) := Fin N → ℤˣ

variable {N : ℕ}

/-- The spin at site `k` as a real number. -/
def spin (s : Config N) (k : Fin N) : ℝ := ((s k : ℤ) : ℝ)

/-- The Ising energy `E0 - ∑ J_ij s_i s_j`, summed over the bonds `i < j`. -/
def energy (x : Model N) (s : Config N) : ℝ :=
  x.1 - ∑ b : Bond N, x.2 b * spin s b.1.1 * spin s b.1.2

/-- The energies on `S` determine the model if two models with the same energies on `S`
have the same offset and the same couplings. -/
def Determines (S : Finset (Config N)) : Prop :=
  ∀ x y : Model N, (∀ s ∈ S, energy x s = energy y s) → x = y

/-- The configuration obtained from `s` by reversing the spins on the sites in `A`. -/
def flipSites (A : Finset (Fin N)) (s : Config N) : Config N :=
  fun k => if k ∈ A then -s k else s k

/-- The ferromagnetic configuration with all spins up. -/
def allUp : Config N := fun _ => 1

/-- The ferromagnetic state, the single flips of all sites but the first, and the double flips
of all pairs that avoid the first site. -/
def minimalSet (N : ℕ) : Finset (Config N) :=
  insert allUp (univ.image fun b : Bond N =>
    flipSites (if (b.1.1 : ℕ) = 0 then {b.1.2} else {b.1.1, b.1.2}) allUp)

/-- Reversing the sites in `A` changes the sign of exactly the spins in `A`. -/
theorem spin_flipSites (A : Finset (Fin N)) (s : Config N) (k : Fin N) :
    spin (flipSites A s) k = if k ∈ A then -spin s k else spin s k := by
  unfold spin flipSites
  split_ifs <;> simp

/-- There are `N(N-1)/2` bonds between `N` sites. -/
theorem card_bond (N : ℕ) : Fintype.card (Bond N) = N * (N - 1) / 2 := by
  -- sort the bonds by their larger site
  let e : Bond N ≃ (Σ j : Fin N, Fin (j : ℕ)) :=
    { toFun := fun p => ⟨p.1.2, ⟨p.1.1, p.2⟩⟩
      invFun := fun q => ⟨(⟨q.2, q.2.2.trans q.1.2⟩, q.1), q.2.2⟩
      left_inv := fun _ => rfl
      right_inv := fun _ => rfl }
  rw [Fintype.card_congr e, Fintype.card_sigma]
  simp only [Fintype.card_fin]
  rw [Fin.sum_univ_eq_sum_range (fun i => i) N, Finset.sum_range_id]

/-- Four-state formula: on any spin background, the energies of the background, of the two single
flips and of the double flip of a bond isolate the coupling of that bond. -/
theorem four_state (x : Model N) (s : Config N) (b : Bond N) :
    energy x (flipSites {b.1.1} s) + energy x (flipSites {b.1.2} s)
      - energy x (flipSites {b.1.1, b.1.2} s) - energy x s
      = 4 * x.2 b * spin s b.1.1 * spin s b.1.2 := by
  obtain ⟨⟨i, j⟩, hij⟩ := b
  have hij' : (i : ℕ) < j := hij
  -- every other bond cancels from the combination
  have key : ∀ c : Bond N,
      x.2 c * spin (flipSites {i} s) c.1.1 * spin (flipSites {i} s) c.1.2
      + x.2 c * spin (flipSites {j} s) c.1.1 * spin (flipSites {j} s) c.1.2
      - x.2 c * spin (flipSites {i, j} s) c.1.1 * spin (flipSites {i, j} s) c.1.2
      - x.2 c * spin s c.1.1 * spin s c.1.2
      = if c = ⟨(i, j), hij⟩ then -(4 * x.2 c * spin s c.1.1 * spin s c.1.2) else 0 := by
    rintro ⟨⟨k, l⟩, hkl⟩
    have hkl' : (k : ℕ) < l := hkl
    simp only [spin_flipSites, mem_singleton, mem_insert, Subtype.mk.injEq, Prod.mk.injEq,
      Fin.ext_iff]
    split_ifs <;> first | ring1 | (exfalso; omega)
  have h := Finset.sum_congr rfl (fun c (_ : c ∈ (univ : Finset (Bond N))) => key c)
  simp only [sum_sub_distrib, sum_add_distrib, sum_ite_eq', mem_univ, if_true] at h
  simp only [energy]
  linear_combination (-1 : ℝ) * h

/-- If only bonds to the first site carry a coupling, one single flip of the other end
of such a bond measures its coupling. -/
theorem single_flip (x : Model N) (s : Config N) (hx : ∀ c : Bond N, (c.1.1 : ℕ) ≠ 0 → x.2 c = 0)
    (b : Bond N) (hb : (b.1.1 : ℕ) = 0) :
    energy x (flipSites {b.1.2} s) - energy x s
      = 2 * x.2 b * spin s b.1.1 * spin s b.1.2 := by
  obtain ⟨⟨i, j⟩, hij⟩ := b
  have hij' : (i : ℕ) < j := hij
  have hi : (i : ℕ) = 0 := hb
  have key : ∀ c : Bond N,
      x.2 c * spin (flipSites {j} s) c.1.1 * spin (flipSites {j} s) c.1.2
      - x.2 c * spin s c.1.1 * spin s c.1.2
      = if c = ⟨(i, j), hij⟩ then -(2 * x.2 c * spin s c.1.1 * spin s c.1.2) else 0 := by
    rintro ⟨⟨k, l⟩, hkl⟩
    by_cases hk : (k : ℕ) = 0
    · simp only [spin_flipSites, mem_singleton, Subtype.mk.injEq, Prod.mk.injEq, Fin.ext_iff]
      split_ifs <;> first | ring1 | (exfalso; omega)
    · have h0 : x.2 ⟨(k, l), hkl⟩ = 0 := hx _ hk
      simp [h0]
  have h := Finset.sum_congr rfl (fun c (_ : c ∈ (univ : Finset (Bond N))) => key c)
  simp only [sum_sub_distrib, sum_ite_eq', mem_univ, if_true] at h
  simp only [energy]
  linear_combination (-1 : ℝ) * h

/-- A model whose energies vanish on the explicit set has zero offset and zero couplings. -/
theorem eq_zero_of_energy_eq_zero (z : Model N) (hz : ∀ s ∈ minimalSet N, energy z s = 0) :
    z = 0 := by
  have up : energy z allUp = 0 := hz _ (mem_insert_self _ _)
  have single : ∀ j : Fin N, (j : ℕ) ≠ 0 → energy z (flipSites {j} allUp) = 0 := fun j hj =>
    hz _ (mem_insert_of_mem (mem_image.2
      ⟨⟨(⟨0, lt_of_le_of_lt (Nat.zero_le _) j.isLt⟩, j), Fin.lt_def.2 (Nat.pos_of_ne_zero hj)⟩,
        mem_univ _, by simp⟩))
  have double : ∀ b : Bond N, (b.1.1 : ℕ) ≠ 0 →
      energy z (flipSites {b.1.1, b.1.2} allUp) = 0 := fun b hb =>
    hz _ (mem_insert_of_mem (mem_image.2 ⟨b, mem_univ _, by simp only [if_neg hb]⟩))
  have one : ∀ k : Fin N, spin allUp k = 1 := fun k => by simp [spin, allUp]
  have pos : ∀ b : Bond N, (b.1.2 : ℕ) ≠ 0 := fun b => by
    have := Fin.lt_def.1 b.2
    omega
  -- couplings away from the first site, by the four-state formula
  have away : ∀ b : Bond N, (b.1.1 : ℕ) ≠ 0 → z.2 b = 0 := fun b hb => by
    have h := four_state z allUp b
    rw [single _ hb, single _ (pos b), double b hb, up, one, one] at h
    linarith
  -- couplings to the first site, by single flips
  have all : ∀ b : Bond N, z.2 b = 0 := fun b => by
    by_cases hb : (b.1.1 : ℕ) = 0
    · have h := single_flip z allUp away b hb
      rw [single _ (pos b), up, one, one] at h
      linarith
    · exact away b hb
  have offset : z.1 = 0 := by simpa [energy, all] using up
  exact Prod.ext offset (funext all)

/-- A set of configurations whose energies determine the offset and all couplings has at least
`1 + N(N-1)/2` members. -/
theorem card_ge_of_determines (S : Finset (Config N)) (hS : Determines S) :
    1 + N * (N - 1) / 2 ≤ S.card := by
  -- the energies on `S` depend linearly on the unknowns
  let L : (ℝ × (Bond N → ℝ)) →ₗ[ℝ] ({s // s ∈ S} → ℝ) :=
    { toFun := fun x s => energy x s.1
      map_add' := fun x y => by
        ext s
        simp only [energy, Prod.fst_add, Prod.snd_add, Pi.add_apply, add_mul, sum_add_distrib]
        ring
      map_smul' := fun c x => by
        ext s
        simp only [energy, Prod.smul_fst, Prod.smul_snd, Pi.smul_apply, smul_eq_mul,
          RingHom.id_apply, mul_sub, mul_sum, mul_assoc] }
  have hL : Function.Injective L := fun x y h => hS x y fun s hs => congrFun h ⟨s, hs⟩
  have h := LinearMap.finrank_le_finrank_of_injective hL
  simpa only [Module.finrank_prod, Module.finrank_self, Module.finrank_fintype_fun_eq_card,
    card_bond, Fintype.card_coe] using h

/-- No set of fewer than `1 + N(N-1)/2` collinear configurations has energies that determine the
offset and all couplings, and the explicit set `minimalSet N` of exactly that size does. -/
theorem number_of_energies (N : ℕ) :
    (∀ S : Finset (Config N), S.card < 1 + N * (N - 1) / 2 → ¬ Determines S) ∧
      (minimalSet N).card = 1 + N * (N - 1) / 2 ∧ Determines (minimalSet N) := by
  have hdet : Determines (minimalSet N) := fun x y h => by
    refine sub_eq_zero.1 (eq_zero_of_energy_eq_zero (x - y) fun s hs => ?_)
    have hsub : energy (x - y) s = energy x s - energy y s := by
      simp only [energy, Prod.fst_sub, Prod.snd_sub, Pi.sub_apply, sub_mul, sum_sub_distrib]
      ring
    rw [hsub, h s hs, sub_self]
  refine ⟨fun S hlt hS => not_lt_of_ge (card_ge_of_determines S hS) hlt, ?_, hdet⟩
  refine le_antisymm ?_ (card_ge_of_determines _ hdet)
  have h1 : (minimalSet N).card ≤ _ + 1 := card_insert_le _ _
  have h2 := card_image_le (s := (univ : Finset (Bond N))) (f := fun b : Bond N =>
    flipSites (if (b.1.1 : ℕ) = 0 then {b.1.2} else {b.1.1, b.1.2}) allUp)
  rw [card_univ, card_bond] at h2
  omega

/-- For at least one site, a determining set of the minimal size never contains a configuration
together with its global spin reversal. -/
theorem no_reversed_pair (hN : 0 < N) (S : Finset (Config N)) (hS : Determines S)
    (hcard : S.card = 1 + N * (N - 1) / 2) (s : Config N) (hs : s ∈ S) : -s ∉ S := by
  intro hneg
  have hne : s ≠ -s := fun h => by
    have h0 : s ⟨0, hN⟩ = -s ⟨0, hN⟩ := congrFun h ⟨0, hN⟩
    rcases Int.units_eq_one_or (s ⟨0, hN⟩) with h1 | h1 <;> rw [h1] at h0 <;>
      exact absurd h0 (by decide)
  have heven : ∀ x : Model N, energy x (-s) = energy x s := fun x => by
    simp [energy, spin]
  -- the reversed configuration is redundant, so a smaller set would suffice
  have hdet : Determines (S.erase (-s)) := fun x y h => hS x y fun t ht => by
    by_cases hts : t = -s
    · rw [hts, heven, heven]
      exact h s (mem_erase.2 ⟨hne, hs⟩)
    · exact h t (mem_erase.2 ⟨hts, ht⟩)
  have h1 := card_ge_of_determines _ hdet
  have h2 := card_erase_lt_of_mem hneg
  omega

end

end IsingExchangeMapping
```

```lean
#print axioms IsingExchangeMapping.number_of_energies
-- 'IsingExchangeMapping.number_of_energies' depends on axioms: [propext, Classical.choice, Quot.sound]
#print axioms IsingExchangeMapping.no_reversed_pair
-- 'IsingExchangeMapping.no_reversed_pair' depends on axioms: [propext, Classical.choice, Quot.sound]
```

## Unknowns, configurations and what it means to determine them

The sites are numbered $0,\dots,N-1$, as in `Fin N`. A `Bond N` is a pair of sites $i<j$, so each pair occurs once in the energy. A `Model N` is a candidate answer to the mapping problem: one real number for $E_0$, stored as `x.1`, and one real number $J_{ij}$ for each bond, stored in `x.2`. A `Config N` gives every site the value $+1$ or $-1$, and `spin` turns that value into a real number. The function `energy` is then the formula above. With its minus sign, a positive $J_{ij}$ favours parallel spins, and the spin lengths are absorbed into the couplings.

The central definition is `Determines S`. It says that two models with equal energies on every configuration in the finite set `S` have the same offset and the same couplings. This is uniqueness of the fit, required for all real parameter values at once.

The theorem `number_of_energies` has three parts for every natural number $N$:

- a set with fewer than $1+N(N-1)/2$ members does not determine the model;
- the set `minimalSet N` has exactly $1+N(N-1)/2$ members;
- `minimalSet N` determines the model.

For $N=0$ and $N=1$ there are no bonds, and the single energy of `allUp` gives $E_0$.

A second theorem, `no_reversed_pair`, concerns the choice of configurations. For $N\ge 1$, a determining set of the minimal size never contains both $s$ and its global reversal $-s$. Having the right number of configurations is therefore not enough in general. The condition $N\ge1$ excludes the empty system, whose only configuration is its own reversal.

## Exchange mapping from total energies

In electronic-structure work, exchange couplings can be extracted by computing total energies of several collinear magnetic states and fitting them to a spin model. The result gives the smallest number of such energies when the model is a finite Ising model with a free coupling on every pair and the energies follow it exactly.

Several idealisations are built in. The energy has no field term and no terms with more than two spins, and it carries no numerical noise. The theorem also says nothing about how strongly errors in the energies would be amplified in the couplings. No symmetry relates the couplings and none is set to zero in advance. If crystal symmetry or a distance cutoff reduces the number of unknowns, the lower bound stated here does not apply to the reduced problem.

## Why fewer energies do not determine all the unknowns

First count the unknowns. A bond whose larger site is $j$ has $j$ possible smaller sites, so the number of bonds is

$$M = \sum_{j=0}^{N-1} j = \frac{N(N-1)}{2}.$$

Together with $E_0$ this makes $1+M$ unknowns.

For a fixed configuration, $E(s)$ is linear in these unknowns, with coefficients $1$ and $-s_is_j$. The energies on a set $S$ therefore define a linear map

$$L:\mathbb{R}^{1+M}\to\mathbb{R}^{|S|}.$$

If $S$ determines the model, $L$ is injective, and an injective linear map cannot lower the dimension. Hence $1+M\le |S|$. With fewer energies, $L$ has a nonzero kernel vector, which can be added to any model without changing an energy on $S$.

In the file, `card_bond` does the counting by an explicit bijection that sorts the bonds by their larger site. The theorem `card_ge_of_determines` builds `L`, and its fields `map_add'` and `map_smul'` verify linearity. The hypothesis `hS` gives injectivity, `LinearMap.finrank_le_finrank_of_injective` compares the dimensions, and the final `simpa` evaluates them as $1+M$ and $|S|$.

## Recovering each coupling from the explicit set

The set `minimalSet N` contains the ferromagnetic state `allUp` and one further configuration for each bond. For a bond $(0,j)$, only site $j$ is flipped. For a bond $(i,j)$ with $i\ge1$, both ends are flipped. Write $E_F$, $E_j$ and $E_{ij}$ for the energies of the ferromagnetic state, the single flip and the double flip. Site 0 is never flipped, so these indices are at least 1 and $E_0$ still denotes the offset.

**Couplings away from site 0.** Take any background $s$, and let $s^{A}$ be $s$ with the spins in $A$ reversed. Consider

$$E(s^{\{i\}})+E(s^{\{j\}})-E(s^{\{i,j\}})-E(s).$$

The offset enters with weight $1+1-1-1=0$. A bond touching neither $i$ nor $j$ has the same product of spins in all four states and cancels in the same way. A bond touching only $i$ changes sign in the first and third states, so its weight is $-1+1+1-1=0$. For a bond touching only $j$ the weight is $1-1+1-1=0$. The bond $(i,j)$ changes sign under either single flip but not under the double flip, so its weight is $-1-1-1-1=-4$. Since it enters the energy as $-J_{ij}s_is_j$, the combination equals $4J_{ij}s_is_j$. On the ferromagnetic background this gives

$$J_{ij}=\tfrac14\,(E_i+E_j-E_{ij}-E_F),\qquad 1\le i<j.$$

**Couplings to site 0.** Flipping site $j$ in the ferromagnetic state reverses the contribution of every bond at $j$, so $E_j-E_F$ is twice the sum of the couplings at $j$. All of these except $J_{0j}$ are already known, hence

$$J_{0j}=\tfrac12(E_j-E_F)-\sum_{k\ge1,\;k\ne j}J_{kj},$$

where $J_{kj}$ means the coupling of the pair, whichever site is larger.

**Offset.** Finally, $E_0=E_F+\sum_{i<j}J_{ij}$.

## The same elimination applied to a difference of models

The file does not write down these inversion formulas. It uses linearity instead: if two models have equal energies on the set, their difference $z$ has zero energy there, and it remains to show $z=0$. This is `eq_zero_of_energy_eq_zero`, which follows the three steps above with all measured energies set to zero.

The lemma `four_state` proves the first formula on an arbitrary background. Its statement `key` gives the contribution of each bond `c`: zero unless `c` is the chosen bond. The spins are rewritten with `spin_flipSites`, and `split_ifs` separates the cases according to which sites coincide. In each case `ring1` does the sign arithmetic, or `omega` rules out an ordering of sites that cannot occur. Summing `key` over all bonds leaves one term, and `linear_combination` converts the sum into the statement about energies.

The lemma `single_flip` works similarly, under the hypothesis that only bonds to site 0 carry a coupling. For the difference $z$, this hypothesis is supplied by the preceding step. The correction sum in the formula for $J_{0j}$ then vanishes, and one energy difference equals $2J_{0j}s_0s_j$.

Inside `eq_zero_of_energy_eq_zero`, the statements `up`, `single` and `double` collect the vanishing energies. Then `away` removes the couplings with $i\ge1$, `all` removes the remaining ones, and `offset` removes $E_0$.

## Exact size and reversed pairs

The theorem `number_of_energies` first obtains `hdet`, that the explicit set determines the model, by applying this result to `x - y`. The size of the set then follows without checking that its configurations are distinct. One configuration per bond plus the ferromagnetic state gives at most $M+1$ members, while the lower bound applied to this determining set gives at least $M+1$.

For `no_reversed_pair`, note that every product $s_is_j$ is unchanged when all spins are reversed, so $E(-s)=E(s)$; this is `heven`. If a determining set contained both $s$ and $-s$, deleting $-s$ would lose no information, because for $N\ge1$ the two are different and $s$ remains. The smaller set would still determine the model. Had the original set the minimal size, this would contradict the lower bound, and `omega` closes the proof from the two inequalities on the sizes.
